# Factorisation of the Boltzmann operator and partition function for two noninteracting fragments

If the partition function of two uncoupled fragments differed from the product of their separate partition functions, the free energy of the pair would not be the sum of the fragment free energies, and the exact thermal state would show a binding free energy between systems that do not interact. For finite Hermitian matrix Hamiltonians of the form $A\otimes 1+1\otimes B$ the theorems below exclude this.

```lean
import Mathlib

open Matrix
open scoped Kronecker

namespace NoninteractingPartitionFunction

noncomputable section

/-- Embedding `X ↦ X ⊗ 1` of first-fragment operators into the pair, as a ring homomorphism. -/
def embedLeft (m n : Type*) [Fintype m] [DecidableEq m] [Fintype n] [DecidableEq n] :
    Matrix m m ℂ →+* Matrix (m × n) (m × n) ℂ where
  toFun X := X ⊗ₖ (1 : Matrix n n ℂ)
  map_one' := Matrix.one_kronecker_one
  map_mul' X Y := by
    show (X * Y) ⊗ₖ (1 : Matrix n n ℂ) = X ⊗ₖ (1 : Matrix n n ℂ) * Y ⊗ₖ (1 : Matrix n n ℂ)
    rw [← Matrix.mul_kronecker_mul, Matrix.mul_one]
  map_zero' := Matrix.zero_kronecker _
  map_add' X Y := Matrix.add_kronecker X Y _

/-- Embedding `X ↦ 1 ⊗ X` of second-fragment operators into the pair, as a ring homomorphism. -/
def embedRight (m n : Type*) [Fintype m] [DecidableEq m] [Fintype n] [DecidableEq n] :
    Matrix n n ℂ →+* Matrix (m × n) (m × n) ℂ where
  toFun X := (1 : Matrix m m ℂ) ⊗ₖ X
  map_one' := Matrix.one_kronecker_one
  map_mul' X Y := by
    show (1 : Matrix m m ℂ) ⊗ₖ (X * Y) = (1 : Matrix m m ℂ) ⊗ₖ X * (1 : Matrix m m ℂ) ⊗ₖ Y
    rw [← Matrix.mul_kronecker_mul, Matrix.mul_one]
  map_zero' := Matrix.kronecker_zero _
  map_add' X Y := Matrix.kronecker_add _ X Y

variable {m n : Type*} [Fintype m] [DecidableEq m] [Fintype n] [DecidableEq n]

/-- Hamiltonian `A ⊗ 1 + 1 ⊗ B` of two noninteracting fragments. -/
def pairHamiltonian (A : Matrix m m ℂ) (B : Matrix n n ℂ) : Matrix (m × n) (m × n) ℂ :=
  A ⊗ₖ (1 : Matrix n n ℂ) + (1 : Matrix m m ℂ) ⊗ₖ B

/-- Boltzmann operator `exp (-β H)`. -/
def boltzmann (β : ℝ) (H : Matrix m m ℂ) : Matrix m m ℂ :=
  NormedSpace.exp ((-(β : ℂ)) • H)

/-- Partition function `Z = tr exp (-β H)`. -/
def partitionFunction (β : ℝ) (H : Matrix m m ℂ) : ℂ :=
  Matrix.trace (boltzmann β H)

/-- Helmholtz free energy `F = -(1/β) log (Re Z)`. -/
def freeEnergy (β : ℝ) (H : Matrix m m ℂ) : ℝ :=
  -β⁻¹ * Real.log (partitionFunction β H).re

/-- Thermal average `tr (O exp (-β H)) / Z` of an operator `O`. -/
def thermalAverage (β : ℝ) (H O : Matrix m m ℂ) : ℂ :=
  Matrix.trace (O * boltzmann β H) / partitionFunction β H

/-- Internal energy: the thermal average of the Hamiltonian itself. -/
def internalEnergy (β : ℝ) (H : Matrix m m ℂ) : ℂ :=
  thermalAverage β H H

/-- A continuous ring homomorphism between matrix algebras commutes with the exponential. -/
theorem exp_ringHom (f : Matrix m m ℂ →+* Matrix n n ℂ) (hf : Continuous f)
    (A : Matrix m m ℂ) : f (NormedSpace.exp A) = NormedSpace.exp (f A) := by
  -- an operator norm makes the matrix algebras Banach algebras
  exact (open scoped Matrix.Norms.Operator in NormedSpace.map_exp f hf A)

/-- The exponential of `A ⊗ 1` is `exp A ⊗ 1`. -/
theorem exp_kronecker_one (A : Matrix m m ℂ) :
    NormedSpace.exp (A ⊗ₖ (1 : Matrix n n ℂ)) = (NormedSpace.exp A) ⊗ₖ (1 : Matrix n n ℂ) := by
  have hf : Continuous (embedLeft m n) := continuous_matrix fun i j => by
    have h : Continuous fun X : Matrix m m ℂ => X i.1 j.1 :=
      Continuous.matrix_elem (A := fun X : Matrix m m ℂ => X) continuous_id i.1 j.1
    show Continuous fun X : Matrix m m ℂ => X i.1 j.1 * (1 : Matrix n n ℂ) i.2 j.2
    exact h.mul continuous_const
  exact (exp_ringHom (embedLeft m n) hf A).symm

/-- The exponential of `1 ⊗ B` is `1 ⊗ exp B`. -/
theorem exp_one_kronecker (B : Matrix n n ℂ) :
    NormedSpace.exp ((1 : Matrix m m ℂ) ⊗ₖ B) = (1 : Matrix m m ℂ) ⊗ₖ (NormedSpace.exp B) := by
  have hf : Continuous (embedRight m n) := continuous_matrix fun i j => by
    have h : Continuous fun X : Matrix n n ℂ => X i.2 j.2 :=
      Continuous.matrix_elem (A := fun X : Matrix n n ℂ => X) continuous_id i.2 j.2
    show Continuous fun X : Matrix n n ℂ => (1 : Matrix m m ℂ) i.1 j.1 * X i.2 j.2
    exact continuous_const.mul h
  exact (exp_ringHom (embedRight m n) hf B).symm

/-- For every complex `c`, `exp (c (A ⊗ 1 + 1 ⊗ B)) = exp (c A) ⊗ exp (c B)`. -/
theorem exp_smul_pair (c : ℂ) (A : Matrix m m ℂ) (B : Matrix n n ℂ) :
    NormedSpace.exp (c • pairHamiltonian A B)
      = (NormedSpace.exp (c • A)) ⊗ₖ (NormedSpace.exp (c • B)) := by
  have hsplit : c • pairHamiltonian A B
      = (c • A) ⊗ₖ (1 : Matrix n n ℂ) + (1 : Matrix m m ℂ) ⊗ₖ (c • B) := by
    simp only [pairHamiltonian, smul_add, Matrix.smul_kronecker, Matrix.kronecker_smul]
  -- operators acting on different fragments commute
  have hc : (c • A) ⊗ₖ (1 : Matrix n n ℂ) * (1 : Matrix m m ℂ) ⊗ₖ (c • B)
      = (1 : Matrix m m ℂ) ⊗ₖ (c • B) * (c • A) ⊗ₖ (1 : Matrix n n ℂ) := by
    rw [← Matrix.mul_kronecker_mul, ← Matrix.mul_kronecker_mul]
    simp only [Matrix.mul_one, Matrix.one_mul]
  have hcomm : Commute ((c • A) ⊗ₖ (1 : Matrix n n ℂ)) ((1 : Matrix m m ℂ) ⊗ₖ (c • B)) := hc
  rw [hsplit, Matrix.exp_add_of_commute _ _ hcomm, exp_kronecker_one, exp_one_kronecker,
    ← Matrix.mul_kronecker_mul, Matrix.mul_one, Matrix.one_mul]

/-- The Boltzmann operator of the noninteracting pair is the Kronecker product of the
fragment Boltzmann operators. -/
theorem boltzmann_pair (β : ℝ) (A : Matrix m m ℂ) (B : Matrix n n ℂ) :
    boltzmann β (pairHamiltonian A B) = (boltzmann β A) ⊗ₖ (boltzmann β B) :=
  exp_smul_pair (-(β : ℂ)) A B

/-- The partition function of the noninteracting pair is the product of the fragment
partition functions. -/
theorem partitionFunction_pair (β : ℝ) (A : Matrix m m ℂ) (B : Matrix n n ℂ) :
    partitionFunction β (pairHamiltonian A B)
      = partitionFunction β A * partitionFunction β B := by
  unfold partitionFunction
  rw [boltzmann_pair, Matrix.trace_kronecker]

/-- The partition function of a Hermitian Hamiltonian on a nonempty basis is real and
strictly positive. -/
theorem partitionFunction_pos [Nonempty m] (β : ℝ) {H : Matrix m m ℂ} (hH : H.IsHermitian) :
    (partitionFunction β H).im = 0 ∧ 0 < (partitionFunction β H).re := by
  obtain ⟨X, hX⟩ : ∃ X : Matrix m m ℂ, X = (-((β / 2 : ℝ) : ℂ)) • H := ⟨_, rfl⟩
  have hs : star (-((β / 2 : ℝ) : ℂ)) = -((β / 2 : ℝ) : ℂ) := by
    rw [star_neg, Complex.star_def, Complex.conj_ofReal]
  have hherm : (NormedSpace.exp X)ᴴ = NormedSpace.exp X := by
    rw [← Matrix.exp_conjTranspose, hX, Matrix.conjTranspose_smul, hH.eq, hs]
  have hhalf : -(β : ℂ) = -((β / 2 : ℝ) : ℂ) + -((β / 2 : ℝ) : ℂ) := by
    push_cast
    ring
  have hX2 : (-(β : ℂ)) • H = X + X := by
    rw [hX, ← add_smul, ← hhalf]
  have hadd := Matrix.exp_add_of_commute X X (Commute.refl X)
  -- exp (-β H) = E† E with E = exp (-β H / 2)
  have hsq : boltzmann β H = (NormedSpace.exp X)ᴴ * NormedSpace.exp X := by
    rw [boltzmann, hX2, hherm, hadd]
  have htr : partitionFunction β H
      = ((∑ i, ∑ j, Complex.normSq (NormedSpace.exp X j i) : ℝ) : ℂ) := by
    rw [partitionFunction, hsq]
    simp only [Matrix.trace, Matrix.diag_apply, Matrix.mul_apply, Matrix.conjTranspose_apply,
      Complex.ofReal_sum, Complex.normSq_eq_conj_mul_self, starRingEnd_apply]
  -- E is invertible, so it has a nonzero entry
  have hne : NormedSpace.exp X ≠ 0 := (Matrix.isUnit_exp X).ne_zero
  obtain ⟨j, i, hji⟩ : ∃ j i, NormedSpace.exp X j i ≠ 0 := by
    by_contra h
    exact hne (Matrix.ext fun j i => by
      by_contra h'
      exact h ⟨j, i, h'⟩)
  rw [htr, Complex.ofReal_im, Complex.ofReal_re]
  refine ⟨rfl, ?_⟩
  exact Finset.sum_pos' (fun a _ => Finset.sum_nonneg fun b _ => Complex.normSq_nonneg _)
    ⟨i, Finset.mem_univ _, Finset.sum_pos' (fun b _ => Complex.normSq_nonneg _)
      ⟨j, Finset.mem_univ _, Complex.normSq_pos.mpr hji⟩⟩

/-- For Hermitian fragments and `β ≠ 0` the free energy of the pair is the sum of the fragment
free energies, and `exp (-β F)` of the pair equals the product of the fragment partition
functions. -/
theorem freeEnergy_pair [Nonempty m] [Nonempty n] {β : ℝ} (hβ : β ≠ 0)
    {A : Matrix m m ℂ} {B : Matrix n n ℂ} (hA : A.IsHermitian) (hB : B.IsHermitian) :
    freeEnergy β (pairHamiltonian A B) = freeEnergy β A + freeEnergy β B ∧
      ((Real.exp (-β * freeEnergy β (pairHamiltonian A B)) : ℝ) : ℂ)
        = partitionFunction β A * partitionFunction β B := by
  obtain ⟨ha0, ha⟩ := partitionFunction_pos β hA
  obtain ⟨hb0, hb⟩ := partitionFunction_pos β hB
  have hre : (partitionFunction β (pairHamiltonian A B)).re
      = (partitionFunction β A).re * (partitionFunction β B).re := by
    rw [partitionFunction_pair, Complex.mul_re, ha0, hb0]
    ring
  constructor
  · -- the logarithm turns the product of positive factors into a sum
    unfold freeEnergy
    rw [hre, Real.log_mul ha.ne' hb.ne']
    ring
  · have hlog : -β * freeEnergy β (pairHamiltonian A B)
        = Real.log ((partitionFunction β A).re * (partitionFunction β B).re) := by
      rw [freeEnergy, hre, ← mul_assoc, neg_mul_neg, mul_inv_cancel₀ hβ, one_mul]
    rw [hlog, Real.exp_log (mul_pos ha hb)]
    apply Complex.ext
    · rw [Complex.ofReal_re, Complex.mul_re, ha0, hb0]
      ring
    · rw [Complex.ofReal_im, Complex.mul_im, ha0, hb0]
      ring

/-- When both fragment partition functions are nonzero, the pair average of `X ⊗ 1 + 1 ⊗ Y`
is the average of `X` in the first fragment plus the average of `Y` in the second. -/
theorem thermalAverage_pair (β : ℝ) (A X : Matrix m m ℂ) (B Y : Matrix n n ℂ)
    (hA : partitionFunction β A ≠ 0) (hB : partitionFunction β B ≠ 0) :
    thermalAverage β (pairHamiltonian A B)
        (X ⊗ₖ (1 : Matrix n n ℂ) + (1 : Matrix m m ℂ) ⊗ₖ Y)
      = thermalAverage β A X + thermalAverage β B Y := by
  -- the spectator fragment contributes its partition function to each trace
  have h1 : Matrix.trace ((X ⊗ₖ (1 : Matrix n n ℂ) + (1 : Matrix m m ℂ) ⊗ₖ Y)
        * boltzmann β (pairHamiltonian A B))
      = Matrix.trace (X * boltzmann β A) * partitionFunction β B
        + partitionFunction β A * Matrix.trace (Y * boltzmann β B) := by
    rw [boltzmann_pair, Matrix.add_mul, ← Matrix.mul_kronecker_mul, ← Matrix.mul_kronecker_mul,
      Matrix.one_mul, Matrix.one_mul, Matrix.trace_add, Matrix.trace_kronecker,
      Matrix.trace_kronecker]
    rfl
  unfold thermalAverage
  rw [h1, partitionFunction_pair β A B, div_add_div _ _ hA hB]

/-- For Hermitian fragments the internal energy of the noninteracting pair is the sum of the
fragment internal energies. -/
theorem internalEnergy_pair [Nonempty m] [Nonempty n] (β : ℝ)
    {A : Matrix m m ℂ} {B : Matrix n n ℂ} (hA : A.IsHermitian) (hB : B.IsHermitian) :
    internalEnergy β (pairHamiltonian A B) = internalEnergy β A + internalEnergy β B := by
  have hZA : partitionFunction β A ≠ 0 := fun h =>
    (partitionFunction_pos β hA).2.ne' (by rw [h, Complex.zero_re])
  have hZB : partitionFunction β B ≠ 0 := fun h =>
    (partitionFunction_pos β hB).2.ne' (by rw [h, Complex.zero_re])
  exact thermalAverage_pair β A A B B hZA hZB

end

end NoninteractingPartitionFunction
```
```lean
#print axioms NoninteractingPartitionFunction.partitionFunction_pair
#print axioms NoninteractingPartitionFunction.freeEnergy_pair
#print axioms NoninteractingPartitionFunction.internalEnergy_pair
```

```
'NoninteractingPartitionFunction.partitionFunction_pair' depends on axioms: [propext, Classical.choice, Quot.sound]
'NoninteractingPartitionFunction.freeEnergy_pair' depends on axioms: [propext, Classical.choice, Quot.sound]
'NoninteractingPartitionFunction.internalEnergy_pair' depends on axioms: [propext, Classical.choice, Quot.sound]
```

## What is stated

`exp_smul_pair` says that for square complex matrices $A$, $B$, the pair $H=A\otimes 1+1\otimes B$ and every complex $c$,
$$e^{cH}=e^{cA}\otimes e^{cB}.$$
`boltzmann_pair` is the case $c=-\beta$ with $\beta$ real, and `partitionFunction_pair` gives $Z_H=Z_AZ_B$. These three need neither Hermiticity nor a nonempty basis.

`partitionFunction_pos` says that a Hermitian matrix on a nonempty basis has $\operatorname{Im}Z=0$ and $\operatorname{Re}Z>0$. For two such fragments, `freeEnergy_pair` gives $F_H=F_A+F_B$ and $e^{-\beta F_H}=Z_AZ_B$ when $\beta\ne0$, and `internalEnergy_pair` gives $U_H=U_A+U_B$ for every real $\beta$. `thermalAverage_pair` assumes only $Z_A\neq0$ and $Z_B\neq0$ and gives
$$\langle X\otimes1+1\otimes Y\rangle_H=\langle X\rangle_A+\langle Y\rangle_B$$
for arbitrary matrices $X$, $Y$.

## The physics encoded

The finite types `m` and `n` label orthonormal basis states of the fragments, and `m × n` labels product states. The symbol `⊗ₖ` is the Kronecker product, $(X\otimes Y)_{(ik),(jl)}=X_{ij}Y_{kl}$. `boltzmann` is the unnormalised operator $e^{-\beta H}$, with `NormedSpace.exp` the power series. `partitionFunction` is its complex-valued trace, `freeEnergy` is $-\beta^{-1}\log\operatorname{Re}Z$, `thermalAverage` is $\operatorname{tr}(Oe^{-\beta H})/Z$, and `internalEnergy` is that average for $O=H$. Here $\beta=1/k_BT$, and negative values are allowed.

The result is the size consistency of the exact canonical state within a finite product basis, a property against which an approximate finite-temperature method can be checked on two uncoupled copies of a model whose joint state space is the full tensor product. The absence of interaction is built into `pairHamiltonian`. The pair space is taken to be the full tensor product. Electrons on two mutually orthogonal sets of orbitals fit this form when each fragment keeps a fixed number of electrons: the normalised antisymmetrised products of fragment basis states are then orthonormal, and in them a Hamiltonian without coupling between the fragments has the matrix $A\otimes1+1\otimes B$. If only the total particle number is fixed and the particles can be divided between the fragments in several ways, the canonical partition function is a sum over these divisions and need not factorise, even without interaction. Infinite dimension, the limit $\beta\to\infty$ and approximate states are not treated either.

The following hand checks on the hypotheses have no counterpart among the theorems. A coupling between the fragments can break the factorisation: for two two-level fragments with $A=B=0$, adding $v\,\sigma_z\otimes\sigma_z$ to $H$ gives eigenvalues $\pm v$, each twice, so the partition function becomes $4\cosh\beta v$, whereas $Z_AZ_B=4$. Without Hermiticity, $1\times1$ fragments $A=B=(i\pi/6)$ at $\beta=1$ have $\operatorname{Re}Z_A\operatorname{Re}Z_B=3/4$ but $\operatorname{Re}Z_H=1/2$, so $F$ is not additive. On an empty basis $Z=0$. At $\beta=0$ Lean's $0^{-1}=0$ makes $F_H=0$, so $e^{-\beta F_H}=1$, while $Z_AZ_B$ is the dimension of the pair space.

## Why it is true

**Embedding.** The mixed-product rule $(X\otimes Y)(X'\otimes Y')=XX'\otimes YY'$ gives $(A\otimes1)^k=A^k\otimes1$, hence
$$e^{A\otimes1}=\sum_k\frac{A^k\otimes1}{k!}=e^A\otimes1,$$
and likewise $e^{1\otimes B}=1\otimes e^B$. `embedLeft` and `embedRight` record that these maps respect sums, products and the identity. `exp_ringHom` passes any continuous map of this kind through the series by `NormedSpace.map_exp`. `exp_kronecker_one` and `exp_one_kronecker` prove continuity entry by entry, each entry being an entry of $X$ times a constant.

**Factorisation.** One has $cH=cA\otimes1+1\otimes cB$ (`hsplit`). Both orders of the product of the two terms equal $cA\otimes cB$, so they commute (`hc`). Therefore
$$e^{cH}=e^{cA\otimes1}\,e^{1\otimes cB}=(e^{cA}\otimes1)(1\otimes e^{cB})=e^{cA}\otimes e^{cB},$$
which is the final `rw` of `exp_smul_pair`; its first equality uses `hsplit` and then `Matrix.exp_add_of_commute`. $A$ and $B$ themselves are unrestricted. The trace factorises as $\sum_{i,k}X_{ii}Y_{kk}=\operatorname{tr}X\operatorname{tr}Y$, which is `Matrix.trace_kronecker`, and $Z_H=Z_AZ_B$ follows.

**Positivity.** Let $E=e^{-\beta H/2}$ with $H$ now any Hermitian matrix. Since $\beta/2$ is real, $E^\dagger=e^{-\beta H^\dagger/2}=E$ (`hherm`), and $e^{-\beta H}=EE=E^\dagger E$ (`hsq`). Then $Z=\sum_{i,j}|E_{ji}|^2$ (`htr`), a real sum of nonnegative terms. An exponential is invertible, and on a nonempty basis an invertible matrix is nonzero (`hne`), so one term is positive. No diagonalisation is used.

**Free energy.** With both imaginary parts zero, $\operatorname{Re}Z_H=\operatorname{Re}Z_A\operatorname{Re}Z_B$ (`hre`). Both factors are nonzero, so `Real.log_mul` splits the logarithm into a sum, and multiplication by $-\beta^{-1}$ gives additivity. For the second claim, $\beta\beta^{-1}=1$ gives $-\beta F_H=\log(\operatorname{Re}Z_A\operatorname{Re}Z_B)$ (`hlog`). `Real.exp_log` undoes the logarithm of a positive number, and the real and imaginary parts are then compared with those of $Z_AZ_B$.

**Averages.** Write $\rho_A=e^{-\beta A}$ and $\rho_B=e^{-\beta B}$. Then
$$\operatorname{tr}\big[(X\otimes1+1\otimes Y)(\rho_A\otimes\rho_B)\big]=\operatorname{tr}(X\rho_A\otimes\rho_B)+\operatorname{tr}(\rho_A\otimes Y\rho_B)=\operatorname{tr}(X\rho_A)\,Z_B+Z_A\operatorname{tr}(Y\rho_B),$$
which is `h1`. Dividing by $Z_AZ_B$ gives $\operatorname{tr}(X\rho_A)/Z_A+\operatorname{tr}(Y\rho_B)/Z_B$; the proof checks this by putting the two fragment averages over a common denominator with `div_add_div`. `internalEnergy_pair` takes $X=A$ and $Y=B$, with the nonzero partition functions supplied by `partitionFunction_pos`.
